# The eigenvalues of a point-ion matrix with finitely many reciprocal vectors sum to the squared plasma frequency

## Do the squared frequencies of point ions add up to W?

For a nonzero vector k in ℝ³, let P(k) be the projector onto k, the matrix with entries kᵢkⱼ/(k·k). Take a wavevector q ≠ 0 and a finite set S of nonzero vectors G, with every q+G nonzero too, and let W be the squared plasma frequency of the ions. The ionic matrix is

D(q) = W [ P(q) + Σ_{G∈S} ( P(q+G) − P(G) ) ].

I understand that its eigenvalues, the squared mode frequencies, sum to W whatever q and S are. I would like to see this made rigorous, with a proof that a machine has checked, and to know what happens when the ions are not point charges.

## Yes, because every projector has trace one

The matrix D(q) describes a crystal with one ion per cell, moving in a rigid uniform neutralising background, with finitely many reciprocal vectors kept. In Gaussian units W = 4πZ²e²/(MΩ), where Ze is the ionic charge, M the ionic mass and Ω the cell volume. In density functional perturbation theory, the ion-ion part of the dynamical matrix of a crystal with one atom per cell is the corresponding sum over the whole reciprocal lattice, made convergent by weighting each projector with a Gaussian in its wavevector, equal to one at zero, whose width is finally sent to infinity. The electronic contribution is separate and is absent here.

For ions that are not point charges, each projector gets a real weight f(k):

D_f(q) = W [ f(q) P(q) + Σ_{G∈S} ( f(q+G) P(q+G) − f(G) P(G) ) ].

For rigid smeared ions, f(k) is the squared modulus of the charge form factor, normalised to one at k = 0. Point ions have f = 1 everywhere.

**The sum rule.** The trace of a projector onto k ≠ 0 is

tr P(k) = Σᵢ kᵢkᵢ/(k·k) = (k·k)/(k·k) = 1.

The trace is linear, so

tr D_f(q) = W [ f(q) + Σ_{G∈S} ( f(q+G) − f(G) ) ].

Since kᵢkⱼ = kⱼkᵢ, every P(k) is symmetric, and so is D_f(q). A real symmetric matrix has real eigenvalues whose sum, counted with multiplicity, is its trace. The right-hand side above is therefore the sum of the eigenvalues. For f = 1 each bracket in the sum is 1 − 1 = 0, and the eigenvalues of D(q) sum to W.

**An upper bound.** Suppose that no eigenvalue λᵢ of D(q) is negative, so that no mode is unstable. Then each eigenvalue is at most the sum of them all:

λⱼ ≤ Σᵢ λᵢ = W.

**The long-wavelength limit.** Let q = tn with n·n = 1 and t ≠ 0. The factors of t cancel in the first projector:

P(tn)ᵢⱼ = t²nᵢnⱼ/(t² n·n) = nᵢnⱼ.

For each G ≠ 0 the entries of P are continuous at G, because the denominator G·G is not zero. Hence P(tn+G) − P(G) → 0 as t → 0, and a finite sum of such terms also vanishes. What remains is

D(tn)ᵢⱼ → W nᵢnⱼ.

The limit depends on the direction of approach. The limiting matrix has n as an eigenvector with eigenvalue W, the longitudinal plasma oscillation, and sends every vector perpendicular to n to zero.

Here is the Lean file, which treats any dimension d; your case is d = 3.

```lean
import Mathlib

open Matrix Filter Topology

namespace IonicPlasmaSumRule

noncomputable section

variable {d : ℕ}

/-- The projector onto the direction of the wavevector `k`, with entries
`k_i k_j / (k · k)`. -/
def proj (k : Fin d → ℝ) : Matrix (Fin d) (Fin d) ℝ :=
  Matrix.of fun i j => k i * k j / (k ⬝ᵥ k)

/-- The ionic matrix of point charges at wavevector `q`, with squared plasma frequency `W`
and a finite set `S` of reciprocal vectors. -/
def ionMatrix (W : ℝ) (q : Fin d → ℝ) (S : Finset (Fin d → ℝ)) :
    Matrix (Fin d) (Fin d) ℝ :=
  W • (proj q + ∑ G ∈ S, (proj (q + G) - proj G))

/-- The ionic matrix in which the projector at each wavevector `k` is weighted by a real number `f
k`. -/
def smearedMatrix (W : ℝ) (f : (Fin d → ℝ) → ℝ) (q : Fin d → ℝ)
    (S : Finset (Fin d → ℝ)) : Matrix (Fin d) (Fin d) ℝ :=
  W • (f q • proj q + ∑ G ∈ S, (f (q + G) • proj (q + G) - f G • proj G))

/-- The projector sends a displacement `v` to its component along `k`. -/
theorem proj_mulVec (k v : Fin d → ℝ) :
    proj k *ᵥ v = ((k ⬝ᵥ v) / (k ⬝ᵥ k)) • k := by
  ext i
  simp only [Matrix.mulVec, dotProduct, proj, Matrix.of_apply, Pi.smul_apply, smul_eq_mul]
  rw [Finset.sum_div, Finset.sum_mul]
  refine Finset.sum_congr rfl fun j _ => ?_
  ring

/-- The projector onto a nonzero wavevector has trace one. -/
theorem trace_proj {k : Fin d → ℝ} (hk : k ≠ 0) : (proj k).trace = 1 := by
  have h : k ⬝ᵥ k ≠ 0 := fun h => hk (dotProduct_self_eq_zero.mp h)
  simp only [Matrix.trace, Matrix.diag, proj, Matrix.of_apply]
  rw [← Finset.sum_div]
  exact div_self h

/-- The ionic matrix with weights `f` is symmetric. -/
theorem smearedMatrix_isHermitian (W : ℝ) (f : (Fin d → ℝ) → ℝ) (q : Fin d → ℝ)
    (S : Finset (Fin d → ℝ)) : (smearedMatrix W f q S).IsHermitian := by
  have hP : ∀ k : Fin d → ℝ, (proj k)ᵀ = proj k := by
    intro k
    ext i j
    simp only [Matrix.transpose_apply, proj, Matrix.of_apply]
    ring
  unfold Matrix.IsHermitian
  rw [Matrix.conjTranspose_eq_transpose_of_trivial]
  simp only [smearedMatrix, Matrix.transpose_smul, Matrix.transpose_add,
    Matrix.transpose_sum, Matrix.transpose_sub, hP]

/-- The ionic matrix of point charges is symmetric. -/
theorem ionMatrix_isHermitian (W : ℝ) (q : Fin d → ℝ) (S : Finset (Fin d → ℝ)) :
    (ionMatrix W q S).IsHermitian := by
  have h : ionMatrix W q S = smearedMatrix W (fun _ => 1) q S := by
    simp only [ionMatrix, smearedMatrix, one_smul]
  rw [h]
  exact smearedMatrix_isHermitian W _ q S

/-- If `q`, every `G` in `S` and every `q + G` are nonzero, the trace of the weighted ionic matrix
is `W` times the sum of the weight at `q` and the differences of the weights at `q + G` and `G`. -/
theorem trace_smearedMatrix (W : ℝ) (f : (Fin d → ℝ) → ℝ) {q : Fin d → ℝ}
    {S : Finset (Fin d → ℝ)} (hq : q ≠ 0) (hS : ∀ G ∈ S, G ≠ 0)
    (hqS : ∀ G ∈ S, q + G ≠ 0) :
    (smearedMatrix W f q S).trace = W * (f q + ∑ G ∈ S, (f (q + G) - f G)) := by
  -- every projector contributes its weight times one
  have hs : ∑ G ∈ S, (f (q + G) • proj (q + G) - f G • proj G).trace
      = ∑ G ∈ S, (f (q + G) - f G) := by
    refine Finset.sum_congr rfl fun G hG => ?_
    rw [Matrix.trace_sub, Matrix.trace_smul, Matrix.trace_smul,
      trace_proj (hqS G hG), trace_proj (hS G hG)]
    simp only [smul_eq_mul, mul_one]
  rw [smearedMatrix, Matrix.trace_smul, Matrix.trace_add, Matrix.trace_sum,
    Matrix.trace_smul, trace_proj hq, hs]
  simp only [smul_eq_mul, mul_one]

/-- Sum rule with weights: if `q`, every `G` in `S` and every `q + G` are nonzero, the eigenvalues
of the weighted ionic matrix sum to `W (f(q) + ∑ (f(q+G) - f(G)))`. -/
theorem smeared_sum_rule (W : ℝ) (f : (Fin d → ℝ) → ℝ) {q : Fin d → ℝ}
    {S : Finset (Fin d → ℝ)} (hq : q ≠ 0) (hS : ∀ G ∈ S, G ≠ 0)
    (hqS : ∀ G ∈ S, q + G ≠ 0) :
    ∑ i, (smearedMatrix_isHermitian W f q S).eigenvalues i
      = W * (f q + ∑ G ∈ S, (f (q + G) - f G)) := by
  rw [← trace_smearedMatrix W f hq hS hqS,
    (smearedMatrix_isHermitian W f q S).trace_eq_sum_eigenvalues]
  simp

/-- Plasma-frequency sum rule: the eigenvalues of the ionic matrix of point charges sum to the
squared plasma frequency `W`, provided `q`, every `G` in `S` and every `q + G` are nonzero. -/
theorem plasma_sum_rule (W : ℝ) {q : Fin d → ℝ} {S : Finset (Fin d → ℝ)}
    (hq : q ≠ 0) (hS : ∀ G ∈ S, G ≠ 0) (hqS : ∀ G ∈ S, q + G ≠ 0) :
    ∑ i, (ionMatrix_isHermitian W q S).eigenvalues i = W := by
  -- with unit weights the reciprocal-vector terms cancel in the trace
  have ht : (ionMatrix W q S).trace = W := by
    have h : ionMatrix W q S = smearedMatrix W (fun _ => 1) q S := by
      simp only [ionMatrix, smearedMatrix, one_smul]
    rw [h, trace_smearedMatrix W _ hq hS hqS]
    simp
  have he : (ionMatrix W q S).trace
      = ∑ i, (ionMatrix_isHermitian W q S).eigenvalues i := by
    rw [(ionMatrix_isHermitian W q S).trace_eq_sum_eigenvalues]
    simp
  exact he.symm.trans ht

/-- Let `q`, every `G` in `S` and every `q + G` be nonzero. If no eigenvalue of the ionic matrix of
point charges is negative, then none exceeds the squared plasma frequency. -/
theorem eigenvalue_le_plasma (W : ℝ) {q : Fin d → ℝ} {S : Finset (Fin d → ℝ)}
    (hq : q ≠ 0) (hS : ∀ G ∈ S, G ≠ 0) (hqS : ∀ G ∈ S, q + G ≠ 0)
    (hstable : ∀ i, 0 ≤ (ionMatrix_isHermitian W q S).eigenvalues i) (j : Fin d) :
    (ionMatrix_isHermitian W q S).eigenvalues j ≤ W := by
  calc (ionMatrix_isHermitian W q S).eigenvalues j
      ≤ ∑ i, (ionMatrix_isHermitian W q S).eigenvalues i :=
        Finset.single_le_sum (fun i _ => hstable i) (Finset.mem_univ j)
    _ = W := plasma_sum_rule W hq hS hqS

/-- Long-wavelength limit: as `q = t n` tends to zero along a unit vector `n`, the entries of the
ionic matrix tend to `W n_i n_j`, provided every `G` in `S` is nonzero. -/
theorem long_wavelength_limit (W : ℝ) {n : Fin d → ℝ} {S : Finset (Fin d → ℝ)}
    (hn : n ⬝ᵥ n = 1) (hS : ∀ G ∈ S, G ≠ 0) (i j : Fin d) :
    Tendsto (fun t : ℝ => ionMatrix W (t • n) S i j) (𝓝[≠] 0) (𝓝 (W * (n i * n j))) := by
  -- as `t` tends to zero, the projector at `t n + G` tends entrywise to the projector at `G`
  have hG : ∀ G ∈ S, Tendsto (fun t : ℝ => proj (t • n + G) i j) (𝓝[≠] 0)
      (𝓝 (proj G i j)) := by
    intro G hGS
    have hnum : ContinuousAt (fun t : ℝ => (t • n + G) i * (t • n + G) j) 0 := by
      simp only [Pi.add_apply, Pi.smul_apply, smul_eq_mul]
      fun_prop
    have hden : ContinuousAt (fun t : ℝ => (t • n + G) ⬝ᵥ (t • n + G)) 0 := by
      refine Continuous.continuousAt ?_
      simp only [dotProduct, Pi.add_apply, Pi.smul_apply, smul_eq_mul]
      fun_prop
    have hne : ((0 : ℝ) • n + G) ⬝ᵥ ((0 : ℝ) • n + G) ≠ 0 := by
      rw [zero_smul, zero_add]
      exact fun h => hS G hGS (dotProduct_self_eq_zero.mp h)
    have hc : ContinuousAt (fun t : ℝ => proj (t • n + G) i j) 0 := hnum.div hden hne
    have h := hc.tendsto.mono_left (nhdsWithin_le_nhds (s := {0}ᶜ))
    simp only [zero_smul, zero_add] at h
    exact h
  have hs := tendsto_finsetSum S (fun G hGS => (hG G hGS).sub_const (proj G i j))
  simp only [sub_self, Finset.sum_const_zero] at hs
  have hlim := (hs.const_add (n i * n j)).const_mul W
  rw [add_zero] at hlim
  refine hlim.congr' ?_
  filter_upwards [self_mem_nhdsWithin] with t ht
  have ht0 : t ≠ 0 := ht
  -- the first projector depends only on the direction of approach
  have hp : proj (t • n) i j = n i * n j := by
    simp only [proj, Matrix.of_apply, Pi.smul_apply, smul_dotProduct, dotProduct_smul,
      smul_eq_mul, hn]
    field_simp
  simp only [ionMatrix, Matrix.smul_apply, Matrix.add_apply, Matrix.sum_apply,
    Matrix.sub_apply, smul_eq_mul, hp]

end

end IonicPlasmaSumRule
```

```lean
#print axioms IonicPlasmaSumRule.smeared_sum_rule
#print axioms IonicPlasmaSumRule.plasma_sum_rule
#print axioms IonicPlasmaSumRule.eigenvalue_le_plasma
#print axioms IonicPlasmaSumRule.long_wavelength_limit
```

```
'IonicPlasmaSumRule.smeared_sum_rule' depends on axioms: [propext, Classical.choice, Quot.sound]
'IonicPlasmaSumRule.plasma_sum_rule' depends on axioms: [propext, Classical.choice, Quot.sound]
'IonicPlasmaSumRule.eigenvalue_le_plasma' depends on axioms: [propext, Classical.choice, Quot.sound]
'IonicPlasmaSumRule.long_wavelength_limit' depends on axioms: [propext, Classical.choice, Quot.sound]
```

**What the theorems say.** A wavevector is a function `Fin d → ℝ`, that is, a list of d real components, and `k ⬝ᵥ k` is k·k. The matrix P(k) is `proj k`, D(q) is `ionMatrix W q S`, and D_f(q) is `smearedMatrix W f q S`.

The central statement is `plasma_sum_rule`. Its hypotheses `hq`, `hS` and `hqS` say that q, every G in S and every q+G are nonzero. They matter because Lean evaluates division by zero as zero, which makes `proj 0` the zero matrix, with trace zero instead of one. The conclusion is a sum over `eigenvalues`, the real eigenvalues that the spectral theorem supplies for a Hermitian matrix, listed with multiplicity. For real matrices, Hermitian means symmetric.

`smeared_sum_rule` is the version with weights, for an arbitrary function f. `eigenvalue_le_plasma` is the upper bound, and its hypothesis `hstable` is the stability condition: it is assumed for the given q and S, not derived. In `long_wavelength_limit`, the filter `𝓝[≠] 0` means that t approaches zero without being equal to it, and the limit is taken entry by entry.

The theorems ask less than the physics provides. W is any real number, and S need not come from a lattice or contain −G along with G. It may even be empty, in which case D(q) = W P(q).

They also leave out a good deal. The set S is finite, so nothing is said about the sum over an infinite reciprocal lattice. For point ions that sum needs a convergence factor. If S holds all vectors of a three-dimensional reciprocal lattice with 0 < |G| ≤ K, and q is fixed, then for large K one eigenvalue of D(q) grows in proportion to K and the other two become negative, while the sum of the three stays at W. The stability condition of the upper bound then fails. Crystals with several ions per cell have phase factors and a larger, complex matrix, which these definitions do not include.

**How the proof runs.** `proj_mulVec` confirms that the definition deserves its name: P(k) sends v to ((k·v)/(k·k)) k. The later proofs do not need it.

`trace_proj` is the computation tr P(k) = 1. It first obtains k·k ≠ 0 from k ≠ 0, then pulls the common denominator out of the sum and divides k·k by itself.

`smearedMatrix_isHermitian` shows that each projector equals its transpose and carries this through the sum. `ionMatrix_isHermitian` reduces to it, since D(q) is D_f(q) with f = 1. These two results come before the sum rules because `eigenvalues` is defined only for a matrix already known to be Hermitian.

`trace_smearedMatrix` applies linearity of the trace and uses `trace_proj` once for each projector; this is where all three nonvanishing hypotheses enter. `smeared_sum_rule` then replaces the trace by the sum of the eigenvalues through `trace_eq_sum_eigenvalues`. In `plasma_sum_rule`, the step `ht` sets f = 1, so that the brackets cancel and the trace is W, and `he` identifies the trace with the eigenvalue sum.

The bound in `eigenvalue_le_plasma` comes from `Finset.single_le_sum`, which says that one term of a sum of nonnegative terms is at most the whole sum.

In `long_wavelength_limit`, `hnum` and `hden` give continuity of the numerator and denominator of P(tn+G) at t = 0, and `hne` says that the denominator is nonzero there. Their quotient is therefore continuous at t = 0 (`hc`), which gives the limit `hG`. The finite sum of differences then tends to zero in `hs`. The step `hp` is the cancellation of t² in the first projector, and `hlim.congr'` transfers the limit to D(tn), using the fact that the two expressions agree for every t ≠ 0.

**The trace in a phonon calculation.** Plane-wave codes usually evaluate the ion-ion term by Ewald summation. Its reciprocal-space part has the form of D_f(q), with a Gaussian in |k| as the weight f, and a real-space sum supplies the rest. For one ion per cell, the trace of the reciprocal part alone is generally not W; the converged total, divided by the ionic mass, should have trace W at every q that is not a reciprocal-lattice vector. This makes the trace a cheap check on prefactors and on the subtracted G terms.

Without a Gaussian, the trace is no test of convergence: if q+G and G are kept in pairs, it is W at every cutoff, although the matrix itself does not converge as the cutoff grows. Separate cutoffs on |q+G| and |G| can keep N₁ projectors of the first kind, counting P(q), and N₂ of the second. The trace is then W(N₁ − N₂), which equals W only when N₁ = N₂ + 1.
